# Generalized Kohn theorem: interactions that commute with all positions and with the total momenta do not shift the dipole transition energies of a parabolic dot

Suppose I treat the positions and momenta of $N$ identical charged particles in a plane as elements of an abstract complex algebra, assuming only their canonical commutators, instead of as unbounded operators on a Hilbert space. The particles sit in an isotropic parabolic trap with a uniform perpendicular magnetic field, and they repel each other in some way that depends only on their relative positions. The physical claim is that a uniform, circularly polarised electric field couples only to the centre of mass, so the energies of the dipole transitions that it drives do not depend on the repulsion. Can this be stated rigorously in the algebraic setting and checked by machine in Lean 4?

## The interaction enters only through its commutators

Yes. In the algebraic setting an interaction $V$ need not be a particular function of distance: it is any element that commutes with every position and with both total momenta. Take $\hbar=1$ and unit mass, and let

$$H=\sum_j h_j+V,\qquad h_j=\tfrac12(p_{x,j}^2+p_{y,j}^2)+\tfrac{W^2}{2}(x_j^2+y_j^2)-\tfrac{\omega_c}{2}L_j,$$

with $L_j=x_jp_{y,j}-y_jp_{x,j}$. Here $\omega_c$ is the signed cyclotron frequency. In the symmetric gauge, $W^2=\omega_0^2+\omega_c^2/4$ combines the bare trap frequency $\omega_0$ with the diamagnetic term.

For $s=\pm1$, define the circular total position and momentum

$$D=\sum_j(x_j+is\,y_j),\qquad P=\sum_j(p_{x,j}+is\,p_{y,j}).$$

The Kohn operator is $B_s=WD-iP$, and the claim is

$$[H,B_s]=\left(W-\tfrac{s\omega_c}{2}\right)B_s .$$

## Closed equations for the total position and momentum

Let $Q=\alpha D+\beta P$ with complex numbers $\alpha,\beta$. The canonical relations give

$$[x_j,Q]=i\beta,\quad [y_j,Q]=-s\beta,\quad [p_{x,j},Q]=-i\alpha,\quad [p_{y,j},Q]=s\alpha .$$

These are numbers, so the product rule $[ab,Q]=a[b,Q]+[a,Q]b$ evaluates each part of $[h_j,Q]$:

- The kinetic part gives $-i\alpha\,p_{x,j}+s\alpha\,p_{y,j}=-i\alpha(p_{x,j}+is\,p_{y,j})$.
- The trap gives $W^2(i\beta x_j-s\beta y_j)=iW^2\beta(x_j+is\,y_j)$.
- For the magnetic term, $[L_j,Q]=i\beta p_{y,j}+s\alpha x_j+s\beta p_{x,j}+i\alpha y_j$. Since $s^2=1$, this equals $s\alpha(x_j+is\,y_j)+s\beta(p_{x,j}+is\,p_{y,j})$.

Since $V$ commutes with $D$ and $P$, summing over $j$ yields

$$[H,Q]=\left(iW^2\beta-\tfrac{s\omega_c}{2}\alpha\right)D+\left(-i\alpha-\tfrac{s\omega_c}{2}\beta\right)P .$$

Setting $\alpha=W$, $\beta=-i$ turns the coefficients into $W(W-s\omega_c/2)$ and $-i(W-s\omega_c/2)$, which is the claim.

For the selection rule, let $H\psi=E\psi$ and let $\varphi$ be a left eigenvector with eigenvalue $E'$. Write $d=\varphi(D\psi)$, $p=\varphi(P\psi)$ and $\delta=E'-E+s\omega_c/2$. Taking matrix elements of $[H,D]$ and $[H,P]$ gives

$$\delta d=-ip,\qquad \delta p=iW^2d,$$

hence $(\delta^2-W^2)d=0$. If $d\neq0$, then $E'-E=\pm W-s\omega_c/2$.

Polynomials in relative coordinates are admissible interactions. They commute with all positions, and $[x_j-x_k,\sum_l p_{x,l}]=i-i=0$, likewise for $y$; the product rule extends this from the differences to sums and products.

## What the Lean statements say

`Particles ι A` assigns four elements of the algebra `A` to each label in the finite type `ι`, whose size is $N$. `S.Canonical` lists the commutators, with `I • 1` for a matching position and momentum. `S.Interaction V` contains the four conditions on $V$. The parameters `W` and `wc` are arbitrary complex numbers, and `hs : s * s = 1` restricts `s` to the two polarisations.

`generalized_kohn` is the commutator identity. In `dipole_selection_rule`, states live in a module `M` on which `A` acts, and `φ` is a linear functional playing the role of a bra. `interaction_of_relative` covers every element of the subalgebra generated by coordinate differences. A Coulomb repulsion is not such a polynomial; it is admitted if the algebra contains an element for it with the required commutators.

All particles share one mass, one trap frequency and one cyclotron frequency, and the trap is exactly parabolic and isotropic. Operator domains, self-adjointness and absorption strengths are not treated. The file constructs no concrete representation, though multiplication and $-i\partial$ on polynomials satisfy the canonical relations.

```lean
import Mathlib

open Complex

namespace GeneralizedKohn

noncomputable section

/-- Position and momentum operators of planar particles labelled by `ι`, in an algebra `A`. -/
structure Particles (ι A : Type*) where
  x : ι → A
  y : ι → A
  px : ι → A
  py : ι → A

variable {ι A : Type*} [Fintype ι] [Ring A] [Algebra ℂ A]

-- Multiplication and `-i∂` on polynomials realise these relations; that instance
-- is left out for length.
/-- The canonical commutation relations in the plane, with `ħ = 1`. -/
structure Particles.Canonical [DecidableEq ι] (S : Particles ι A) : Prop where
  x_x : ∀ j k, ⁅S.x j, S.x k⁆ = 0
  x_y : ∀ j k, ⁅S.x j, S.y k⁆ = 0
  y_y : ∀ j k, ⁅S.y j, S.y k⁆ = 0
  px_px : ∀ j k, ⁅S.px j, S.px k⁆ = 0
  px_py : ∀ j k, ⁅S.px j, S.py k⁆ = 0
  py_py : ∀ j k, ⁅S.py j, S.py k⁆ = 0
  x_py : ∀ j k, ⁅S.x j, S.py k⁆ = 0
  y_px : ∀ j k, ⁅S.y j, S.px k⁆ = 0
  x_px : ∀ j k, ⁅S.x j, S.px k⁆ = if j = k then I • (1 : A) else 0
  y_py : ∀ j k, ⁅S.y j, S.py k⁆ = if j = k then I • (1 : A) else 0

/-- An interaction commutes with all positions and with both total momenta. -/
structure Particles.Interaction (S : Particles ι A) (V : A) : Prop where
  x : ∀ j, ⁅V, S.x j⁆ = 0
  y : ∀ j, ⁅V, S.y j⁆ = 0
  px : ⁅V, ∑ j, S.px j⁆ = 0
  py : ⁅V, ∑ j, S.py j⁆ = 0

/-- One-particle energy `p²/2 + W² r²/2 - (wc/2) L`. -/
def Particles.energy (S : Particles ι A) (W wc : ℂ) (j : ι) : A :=
  (1 / 2 : ℂ) • (S.px j ^ 2 + S.py j ^ 2) + (W ^ 2 / 2) • (S.x j ^ 2 + S.y j ^ 2)
    - (wc / 2) • (S.x j * S.py j - S.y j * S.px j)

/-- The many-particle Hamiltonian with interaction `V`. -/
def Particles.hamiltonian (S : Particles ι A) (W wc : ℂ) (V : A) : A :=
  ∑ j, S.energy W wc j + V

/-- The circular component `∑ u + i s ∑ v` of a total planar vector `(u, v)`. -/
def circular (s : ℂ) (u v : ι → A) : A := ∑ j, u j + (s * I) • ∑ j, v j

/-- The Kohn operator `B_s`; `s = 1` and `s = -1` are the two circular polarizations. -/
def Particles.kohn (S : Particles ι A) (W s : ℂ) : A :=
  ∑ j, (W • (S.x j + (s * I) • S.y j) - I • (S.px j + (s * I) • S.py j))

/-- The commutator is linear in both slots and obeys the product rule. -/
theorem lie_rules :
    (∀ a b c : A, ⁅a + b, c⁆ = ⁅a, c⁆ + ⁅b, c⁆) ∧ (∀ a b c : A, ⁅a - b, c⁆ = ⁅a, c⁆ - ⁅b, c⁆) ∧
    (∀ (t : ℂ) (a c : A), ⁅t • a, c⁆ = t • ⁅a, c⁆) ∧
    (∀ a b c : A, ⁅a * b, c⁆ = a * ⁅b, c⁆ + ⁅a, c⁆ * b) ∧
    (∀ a b c : A, ⁅c, a + b⁆ = ⁅c, a⁆ + ⁅c, b⁆) ∧
    (∀ (t : ℂ) (a c : A), ⁅c, t • a⁆ = t • ⁅c, a⁆) := by
  refine ⟨?_, ?_, ?_, ?_, ?_, ?_⟩ <;> intros <;>
    simp only [Ring.lie_def, smul_mul_assoc, mul_smul_comm, smul_sub] <;> noncomm_ring

omit [Algebra ℂ A] in
/-- The commutator is antisymmetric. -/
theorem lie_swap (a b : A) : ⁅a, b⁆ = -⁅b, a⁆ := by
  rw [Ring.lie_def, Ring.lie_def, neg_sub]

omit [Algebra ℂ A] in
/-- Commutators are additive over the particles in either slot. -/
theorem lie_sums (a : A) (u : ι → A) :
    ⁅a, ∑ j, u j⁆ = ∑ j, ⁅a, u j⁆ ∧ ⁅∑ j, u j, a⁆ = ∑ j, ⁅u j, a⁆ := by
  simp only [Ring.lie_def, Finset.sum_sub_distrib, Finset.mul_sum, Finset.sum_mul, and_self]

omit [Fintype ι] in
/-- Commutator of a one-particle energy with an operator `Q` whose commutators with the
canonical variables of that particle are numbers. -/
theorem lie_energy (S : Particles ι A) (W wc : ℂ) (j : ι) {Q : A} {a b c d : ℂ}
    (ha : ⁅S.x j, Q⁆ = a • (1 : A)) (hb : ⁅S.y j, Q⁆ = b • (1 : A))
    (hc : ⁅S.px j, Q⁆ = c • (1 : A)) (hd : ⁅S.py j, Q⁆ = d • (1 : A)) :
    ⁅S.energy W wc j, Q⁆ = c • S.px j + d • S.py j + W ^ 2 • (a • S.x j + b • S.y j)
      - (wc / 2) • (a • S.py j + d • S.x j - b • S.px j - c • S.y j) := by
  simp only [Particles.energy, pow_two, lie_rules, ha, hb, hc, hd,
    mul_smul_comm, smul_mul_assoc, mul_one, one_mul]
  module

variable [DecidableEq ι] {S : Particles ι A} {V : A} {s : ℂ}

/-- Commutator of `H` with any linear combination of circular total position and momentum. -/
theorem lie_circular (h : S.Canonical) (hV : S.Interaction V) (hs : s * s = 1)
    (W wc α β : ℂ) :
    ⁅S.hamiltonian W wc V, α • circular s S.x S.y + β • circular s S.px S.py⁆
      = (I * W ^ 2 * β - s * wc / 2 * α) • circular s S.x S.y
        + (-(I * α) - s * wc / 2 * β) • circular s S.px S.py := by
  -- the interaction drops out
  have hx : ⁅V, ∑ j, S.x j⁆ = 0 := by simp [lie_sums, hV.x]
  have hy : ⁅V, ∑ j, S.y j⁆ = 0 := by simp [lie_sums, hV.y]
  have hv : ⁅V, α • circular s S.x S.y + β • circular s S.px S.py⁆ = 0 := by
    simp only [circular, lie_rules, hx, hy, hV.px, hV.py, smul_zero, add_zero]
  have hj : ∀ j, ⁅S.energy W wc j, α • circular s S.x S.y + β • circular s S.px S.py⁆
      = (I * W ^ 2 * β - s * wc / 2 * α) • (S.x j + (s * I) • S.y j)
        + (-(I * α) - s * wc / 2 * β) • (S.px j + (s * I) • S.py j) := by
    intro j
    obtain ⟨ha, hb, hc, hd⟩ :
        ⁅S.x j, α • circular s S.x S.y + β • circular s S.px S.py⁆ = (I * β) • (1 : A) ∧
        ⁅S.y j, α • circular s S.x S.y + β • circular s S.px S.py⁆ = (-(s * β)) • (1 : A) ∧
        ⁅S.px j, α • circular s S.x S.y + β • circular s S.px S.py⁆ = (-(I * α)) • (1 : A) ∧
        ⁅S.py j, α • circular s S.x S.y + β • circular s S.px S.py⁆ = (s * α) • (1 : A) := by
      refine ⟨?_, ?_, ?_, ?_⟩ <;>
        simp only [circular, lie_rules, lie_sums, h.x_x, h.x_y, h.y_y, h.px_px, h.px_py,
          h.py_py, h.x_py, h.y_px, h.x_px, h.y_py, fun k => lie_swap (S.y j) (S.x k),
          fun k => lie_swap (S.px j) (S.x k), fun k => lie_swap (S.px j) (S.y k),
          fun k => lie_swap (S.py j) (S.x k), fun k => lie_swap (S.py j) (S.y k),
          fun k => lie_swap (S.py j) (S.px k), Finset.sum_neg_distrib, Finset.sum_const_zero,
          Finset.sum_ite_eq, Finset.sum_ite_eq', Finset.mem_univ, ↓reduceIte, neg_zero] <;>
        match_scalars <;> first
          | ring1
          | linear_combination (s * β) * I_mul_I
          | linear_combination (-(s * α)) * I_mul_I
    rw [lie_energy S W wc j ha hb hc hd]
    match_scalars <;> first
      | ring1
      | linear_combination (-(W ^ 2 * s * β)) * I_mul_I + (wc / 2 * I * α) * hs
      | linear_combination (s * α) * I_mul_I + (wc / 2 * I * β) * hs
  rw [Particles.hamiltonian, (lie_rules (A := A)).1, (lie_sums _ (S.energy W wc)).2, hv,
    add_zero, Finset.sum_congr rfl fun j _ => hj j]
  simp only [circular, Finset.sum_add_distrib, ← Finset.smul_sum]

/-- **Generalized Kohn theorem**: `[H, B_s] = (W - s wc/2) B_s` for `s = ±1` and every
interaction `V`. -/
theorem generalized_kohn (h : S.Canonical) (hV : S.Interaction V) (hs : s * s = 1)
    (W wc : ℂ) :
    ⁅S.hamiltonian W wc V, S.kohn W s⁆ = (W - s * wc / 2) • S.kohn W s := by
  have hB : S.kohn W s = W • circular s S.x S.y + (-I) • circular s S.px S.py := by
    rw [neg_smul, ← sub_eq_add_neg]
    simp only [Particles.kohn, circular, Finset.sum_sub_distrib, Finset.sum_add_distrib,
      ← Finset.smul_sum]
  rw [hB, lie_circular h hV hs]
  match_scalars <;> first
    | ring1
    | linear_combination (-(W ^ 2)) * I_mul_I

/-- Dipole selection rule: a nonzero matrix element of the circular total position between
a right and a left eigenvector of `H` fixes their energy difference to one of two values. -/
theorem dipole_selection_rule {M : Type*} [AddCommGroup M] [Module ℂ M] [Module A M]
    [IsScalarTower ℂ A M] (h : S.Canonical) (hV : S.Interaction V) (hs : s * s = 1)
    {W wc E E' : ℂ} {ψ : M} {φ : M →ₗ[ℂ] ℂ} (hψ : S.hamiltonian W wc V • ψ = E • ψ)
    (hφ : ∀ v, φ (S.hamiltonian W wc V • v) = E' * φ v)
    (hd : φ (circular s S.x S.y • ψ) ≠ 0) :
    E' - E = W - s * wc / 2 ∨ E' - E = -W - s * wc / 2 := by
  have el : ∀ Q : A, φ (⁅S.hamiltonian W wc V, Q⁆ • ψ) = (E' - E) * φ (Q • ψ) := by
    intro Q
    rw [Ring.lie_def, sub_smul, mul_smul, mul_smul, hψ, smul_comm Q E ψ, map_sub, hφ,
      map_smul φ E (Q • ψ), smul_eq_mul]
    ring
  have h1 := el ((1 : ℂ) • circular s S.x S.y + (0 : ℂ) • circular s S.px S.py)
  have h2 := el ((0 : ℂ) • circular s S.x S.y + (1 : ℂ) • circular s S.px S.py)
  rw [lie_circular h hV hs] at h1 h2
  simp only [add_smul, smul_assoc, map_add, map_smul, smul_eq_mul] at h1 h2
  -- eliminate the momentum matrix element
  have key : ((E' - E + s * wc / 2 - W) * (E' - E + s * wc / 2 + W))
      * φ (circular s S.x S.y • ψ) = 0 := by
    linear_combination (-(E' - E + s * wc / 2)) * h1 + I * h2
      - W ^ 2 * φ (circular s S.x S.y • ψ) * I_mul_I
  rcases mul_eq_zero.1 ((mul_eq_zero.1 key).resolve_right hd) with h3 | h3
  · left; linear_combination h3
  · right; linear_combination h3

/-- Every polynomial in the relative coordinates is an interaction. -/
theorem interaction_of_relative (h : S.Canonical)
    (hV : V ∈ Algebra.adjoin ℂ {a | ∃ j k, a = S.x j - S.x k ∨ a = S.y j - S.y k}) :
    S.Interaction V := by
  have key : ∀ Q : A, (∀ j k, ⁅S.x j - S.x k, Q⁆ = 0 ∧ ⁅S.y j - S.y k, Q⁆ = 0) →
      ⁅V, Q⁆ = 0 := by
    intro Q hQ
    induction hV using Algebra.adjoin_induction with
    | mem a ha =>
      obtain ⟨j, k, rfl | rfl⟩ := ha
      exacts [(hQ j k).1, (hQ j k).2]
    | algebraMap r =>
      rw [Ring.lie_def, sub_eq_zero]
      exact Algebra.commutes r Q
    | add a b _ _ iha ihb => simp only [lie_rules, iha, ihb, add_zero]
    | mul a b _ _ iha ihb => simp only [lie_rules, iha, ihb, mul_zero, zero_mul, add_zero]
  have yx : ∀ j k, ⁅S.y j, S.x k⁆ = 0 := fun j k => by rw [lie_swap, h.x_y, neg_zero]
  refine ⟨fun i => key _ fun j k => ?_, fun i => key _ fun j k => ?_,
    key _ fun j k => ?_, key _ fun j k => ?_⟩
  · simp [lie_rules, h.x_x, yx]
  · simp [lie_rules, h.x_y, h.y_y]
  · simp [lie_rules, lie_sums, h.x_px, h.y_px]
  · simp [lie_rules, lie_sums, h.x_py, h.y_py]

end

end GeneralizedKohn
```

```lean
#print axioms GeneralizedKohn.generalized_kohn
#print axioms GeneralizedKohn.dipole_selection_rule
#print axioms GeneralizedKohn.interaction_of_relative
```

```
'GeneralizedKohn.generalized_kohn' depends on axioms: [propext, Classical.choice, Quot.sound]
'GeneralizedKohn.dipole_selection_rule' depends on axioms: [propext, Classical.choice, Quot.sound]
'GeneralizedKohn.interaction_of_relative' depends on axioms: [propext, Classical.choice, Quot.sound]
```

## How the proof follows the algebra

`lie_rules`, `lie_swap` and `lie_sums` supply linearity, the product rule, antisymmetry and additivity over particles. `lie_energy` computes $[h_j,Q]$ for any $Q$ whose four brackets with the variables of particle $j$ are numbers `a`, `b`, `c`, `d`.

`lie_circular` carries the main calculation. It first shows that $V$ drops out (`hv`), using the position hypotheses only through the total positions. It then finds the four numerical brackets, inserts them into `lie_energy`, and sums. The tactic `match_scalars` compares the coefficients of each operator; `linear_combination` closes the comparisons that need $i^2=-1$ (`I_mul_I`) or $s^2=1$ (`hs`).

`generalized_kohn` rewrites $B_s$ as $WD-iP$ and applies that result. In `dipole_selection_rule`, `h1` and `h2` are the two matrix-element equations, with $(\alpha,\beta)=(1,0)$ and $(0,1)$. The step `key` eliminates the momentum element, leaving a product equal to zero. `interaction_of_relative` proceeds by induction over the generated subalgebra: generators, scalars, sums and products.

## The same relation in a quantum-dot calculation

In an exact-diagonalisation program for an isotropic parabolic dot, the identity predicts copies of each level. If $H\psi=E\psi$, then $HB_s\psi=(E+W-s\omega_c/2)B_s\psi$. For real $W>0$, $N\ge1$ and the usual adjoints, $[B_s^\dagger,B_s]=4NW$, so $B_s\psi$ is nonzero and $B_s/\sqrt{4NW}$ is the normalised creation operator.

One can therefore look for levels at $W\mp\omega_c/2$ above the computed ground state while varying the interaction strength. A finite basis cannot satisfy $[x,p_x]=i$ exactly, because the trace of a commutator of matrices vanishes, so the operator identity is not guaranteed after truncation and the computed spacings may deviate. If a deviation persists as the basis approaches completeness, possible causes include an error in the matrix elements and a term that breaks the hypotheses.

In a real-time simulation of the same model, the equations of motion become

$$\frac{d\langle D\rangle}{dt}=\langle P\rangle-\frac{is\omega_c}{2}\langle D\rangle,\qquad
\frac{d\langle P\rangle}{dt}=-W^2\langle D\rangle-\frac{is\omega_c}{2}\langle P\rangle .$$

After a uniform kick, the total dipole oscillates only at $W\pm\omega_c/2$, whatever the strength of the repulsion.

## An elliptical trap breaks the identity

Take one particle and $V=\lambda x^2$ with $\lambda\neq0$. This $V$ commutes with $x$, $y$ and $p_y$, but $[V,p_x]=2i\lambda x$. Only the condition on the total $x$-momentum fails, and the result is

$$[H,B_s]=\left(W-\tfrac{s\omega_c}{2}\right)B_s+2\lambda x .$$

The extra term is nonzero, since $x=0$ would contradict $[x,p_x]=i$ in any nonzero algebra. Physically, for real $\lambda>-\omega_0^2/2$ (so that the particle stays confined), $V$ makes the trap elliptical: it exerts a force on the centre of mass, which a repulsion depending only on relative positions does not. What fails here is the identity for the circular operator $B_s$, not the independence from the repulsion. If the term $\lambda x_j^2$ is added for each of $N$ particles, the centre of mass still separates from the relative motion, so the dipole transition energies change with $\lambda$ but not with the repulsion. The Lean theorems do not cover that elliptical case.
